# On a Hubbard ring, on-site repulsion raises the lowest zero-momentum energy of an opposite-spin pair by a bounded amount

Put one up and one down electron on a ring of $L\ge 2$ sites, with hopping $t>0$ and on-site repulsion $U>0$; for $L=2$ the two sites are joined by two bonds, each with hopping $t$. At zero total momentum their lowest energy $E$ satisfies

$$-4t<E\le\min\left(-4t+\frac UL,\;-4t\cos\frac{\pi}{L}\right).$$

Without repulsion the energy is $-4t$. The shift $E+4t$ is at most $U/L$, the first-order estimate, and it also never exceeds $4t(1-\cos(\pi/L))$, however large $U$ becomes. The Lean names refer to Kanamori, whose effective repulsion concerns a dilute band of many electrons; that result is not proved here, but only the bounded shift of a single pair on a finite ring. For such a pair, the bounds can be used to check the lowest zero-momentum level from an exact-diagonalisation program.

## The pair and its relative motion

```lean
import Mathlib

open Matrix
open scoped Real

namespace KanamoriRing

noncomputable section
```

Sites are elements of `ZMod L`, the integers modulo $L$, so the ring closes by itself. A real function $\psi(x,y)$ gives the amplitude for the up electron at $x$ and the down electron at $y$. The constant $t$ stands for tunnelling between neighbouring sites, and $U$ for the Coulomb repulsion of two electrons on one site; repulsion at longer range is neglected.

```lean
/-- The Hubbard Hamiltonian for an up electron at `x` and a down electron at `y` on a ring of `L`
sites: each electron hops by one site with amplitude `-t`, and double occupation costs `U`. -/
def pairH (L : ℕ) (t U : ℝ) (ψ : ZMod L → ZMod L → ℝ) (x y : ZMod L) : ℝ :=
  -t * (ψ (x + 1) y + ψ (x - 1) y + ψ x (y + 1) + ψ x (y - 1)) + (if x = y then U else 0) * ψ x y
```

Zero total momentum means that $\psi$ is unchanged when both electrons move by one site, so $\psi(x,y)=\varphi(x-y)$. The separation $r=x-y$ then has its own $L\times L$ matrix $H$, called `relH`. For $L\ge3$ its hopping part is $-2t$ times the adjacency matrix of the cycle. For $L=2$ both hops lead to the same site and their amplitudes add, so a two-site molecule with a single bond of amplitude $t_0$ corresponds to $t=t_0/2$.

```lean
/-- The matrix of the relative motion at zero total momentum: hopping `-2t` from `r` to each of
`r + 1` and `r - 1` (the amplitudes add if these coincide), and the energy `U` at separation `0`. -/
def relH (L : ℕ) (t U : ℝ) : Matrix (ZMod L) (ZMod L) ℝ :=
  Matrix.of fun r s => -2 * t * ((if s = r + 1 then 1 else 0) + (if s = r - 1 then 1 else 0))
    + if s = r then (if r = 0 then U else 0) else 0
```

An energy level is a real number with a nonzero real eigenvector. Since $H$ is real and symmetric, this misses no eigenvalue.

```lean
/-- The real eigenvalues of a real square matrix. -/
def levels {n : Type*} [Fintype n] (A : Matrix n n ℝ) : Set ℝ :=
  {E | ∃ v : n → ℝ, v ≠ 0 ∧ A *ᵥ v = E • v}
```

The trial wave is $w_k(r)=\cos\big(k(r-L/2)\big)$, with $r$ represented by $0,\dots,L-1$. It is not normalised.

```lean
/-- The wave `cos (k (r - L/2))` in the separation `r = 0, ..., L - 1`, for `L ≥ 1`. -/
def pairWave (L : ℕ) (k : ℝ) (r : ZMod L) : ℝ := Real.cos (k * ((r.val : ℝ) - L / 2))
```

## (a) The matrix acting on a wavefunction

Show that, for every $L\ge1$,

$$(H\varphi)(r)=-2t\,[\varphi(r+1)+\varphi(r-1)]+U\delta_{r,0}\,\varphi(r).$$

In $\sum_s H_{rs}\varphi(s)$, the two hopping terms select $s=r+1$ and $s=r-1$, and the diagonal term selects $s=r$. If $r+1=r-1$, both contributions are kept. The Lean proof splits the summand in the same way and evaluates each sum.

```lean
variable {L : ℕ} [NeZero L] {t U k : ℝ}

/-- The relative motion hops to both neighbouring separations and feels `U` at contact. -/
theorem relH_mulVec (φ : ZMod L → ℝ) (r : ZMod L) : (relH L t U *ᵥ φ) r =
    -2 * t * (φ (r + 1) + φ (r - 1)) + (if r = 0 then U else 0) * φ r := by
  have key : ∀ s, relH L t U r s * φ s =
      -2 * t * ((if s = r + 1 then φ s else 0) + (if s = r - 1 then φ s else 0))
        + if s = r then (if r = 0 then U else 0) * φ s else 0 := by
    intro s
    simp only [relH, Matrix.of_apply]
    split_ifs <;> ring
  have h : (relH L t U *ᵥ φ) r = ∑ s, relH L t U r s * φ s := rfl
  rw [h, Finset.sum_congr rfl fun s _ => key s]
  simp only [Finset.sum_add_distrib, ← Finset.mul_sum, Finset.sum_ite_eq', Finset.mem_univ,
    if_true]
```

## (b) From two electrons to one separation

Let $H_{\text{pair}}$ be the two-electron Hamiltonian `pairH`. Show that for $\psi(x,y)=\varphi(x-y)$

$$(H_{\text{pair}}\psi)(x,y)=(H\varphi)(x-y).$$

Moving the up electron by $\pm1$ changes $r$ to $r\pm1$; moving the down electron by $\pm1$ changes it to $r\mp1$. Each neighbouring separation is reached twice, which turns $-t$ into $-2t$. Double occupation, $x=y$, is $r=0$. Hence the levels of $H$ are the zero-momentum levels of the pair.

```lean
/-- On a pair function of the separation `x - y` alone, the Hubbard Hamiltonian acts as the
matrix of the relative motion. -/
theorem pairH_relative (φ : ZMod L → ℝ) (x y : ZMod L) :
    pairH L t U (fun x y => φ (x - y)) x y = (relH L t U *ᵥ φ) (x - y) := by
  rw [relH_mulVec]
  simp only [pairH, sub_eq_zero]
  rw [show x + 1 - y = x - y + 1 by ring, show x - 1 - y = x - y - 1 by ring,
    show x - (y + 1) = x - y - 1 by ring, show x - (y - 1) = x - y + 1 by ring]
  ring
```

## (c) A positive eigenvector has the lowest energy

Let $t>0$, $H\varphi=E\varphi$ with $\varphi(r)>0$ for all $r$, and let $E'$ be any level. Show that

$$E\le E'.$$

Take $v\neq0$ with $Hv=E'v$. Let $c>0$ be the largest value of $|v(r)|/\varphi(r)$, reached at $r=m$. Then $|v|\le c\varphi$ everywhere, and after a change of sign $v(m)=c\varphi(m)$. By (a),

$$\begin{aligned}E'c\varphi(m)&=-2t[v(m+1)+v(m-1)]+U\delta_{m,0}\,c\varphi(m)\\&\ge-2tc[\varphi(m+1)+\varphi(m-1)]+U\delta_{m,0}\,c\varphi(m)=Ec\varphi(m).\end{aligned}$$

Divide by $c\varphi(m)>0$. In Lean, `abs_cases` treats the two signs of $v(m)$ separately.

```lean
/-- For `t > 0`, an eigenvector of the relative motion that is positive at every separation
belongs to the lowest eigenvalue. -/
theorem le_level_of_pos (ht : 0 < t) {φ : ZMod L → ℝ} (hφ : ∀ r, 0 < φ r) {E E' : ℝ}
    (hE : relH L t U *ᵥ φ = E • φ) (hE' : E' ∈ levels (relH L t U)) : E ≤ E' := by
  obtain ⟨v, hv, hv'⟩ := hE'
  -- compare the two eigenvectors where `|v| / φ` is largest
  obtain ⟨m, hm⟩ := Finite.exists_max fun r => |v r| / φ r
  obtain ⟨s, hs⟩ := Function.ne_iff.mp hv
  obtain ⟨c, c0, hb, hc⟩ : ∃ c, 0 < c ∧ (∀ r, |v r| ≤ c * φ r) ∧ |v m| = c * φ m :=
    ⟨|v m| / φ m, (div_pos (abs_pos.mpr hs) (hφ s)).trans_le (hm s),
      fun r => (div_le_iff₀ (hφ r)).mp (hm r), (div_mul_cancel₀ _ (hφ m).ne').symm⟩
  have h1 := congrFun hE m
  have h2 := congrFun hv' m
  rw [relH_mulVec, Pi.smul_apply, smul_eq_mul] at h1 h2
  have h3 : E * (c * φ m) = -2 * t * (c * φ (m + 1) + c * φ (m - 1))
      + (if m = 0 then U else 0) * (c * φ m) := by linear_combination -c * h1
  have hp := hb (m + 1)
  have hq := hb (m - 1)
  refine le_of_mul_le_mul_right ?_ (mul_pos c0 (hφ m))
  rcases abs_cases (v m) with ⟨e, _⟩ | ⟨e, _⟩
  · rw [show v m = c * φ m by linarith] at h2
    have h4 : v (m + 1) + v (m - 1) ≤ c * φ (m + 1) + c * φ (m - 1) := by
      linarith [le_abs_self (v (m + 1)), le_abs_self (v (m - 1))]
    nlinarith [mul_le_mul_of_nonneg_left h4 ht.le]
  · rw [show v m = -(c * φ m) by linarith] at h2
    have h4 : -(v (m + 1) + v (m - 1)) ≤ c * φ (m + 1) + c * φ (m - 1) := by
      linarith [neg_abs_le (v (m + 1)), neg_abs_le (v (m - 1))]
    nlinarith [mul_le_mul_of_nonneg_left h4 ht.le]
```

## (d) The wave once around the ring

Show that the cosine formula also holds at the closing point:

$$w_k(n)=\cos\big(k(n-L/2)\big),\qquad n=0,1,\dots,L.$$

For $n<L$ this is the definition. The site $n=L$ is the site $0$, where $w_k(0)=\cos(-kL/2)=\cos(kL/2)$, as the formula requires.

```lean
omit [NeZero L] in
/-- The formula `cos (k (n - L/2))` for the pair wave holds for `n = 0, ..., L`, once around. -/
theorem pairWave_natCast (k : ℝ) {n : ℕ} (hn : n ≤ L) :
    pairWave L k (n : ZMod L) = Real.cos (k * ((n : ℝ) - L / 2)) := by
  unfold pairWave
  rcases lt_or_eq_of_le hn with h | h
  · rw [ZMod.val_natCast_of_lt h]
  · rw [h, ZMod.natCast_self, ZMod.val_zero, ← Real.cos_neg]
    congr 1
    push_cast
    ring
```

## (e) The condition on the wave number

Suppose $4t\sin k\,\sin(kL/2)=U\cos(kL/2)$. Show that

$$Hw_k=-4t\cos k\;w_k.$$

For $r=1,\dots,L-1$, set $\theta=k(r-L/2)$. By (d) the neighbours contribute $\cos(\theta+k)+\cos(\theta-k)=2\cos\theta\cos k$, which gives the equation.

At $r=0$ both neighbours have the value $\cos(kL/2-k)$, so

$$(Hw_k)(0)=-4t\left[\cos\tfrac{kL}2\cos k+\sin\tfrac{kL}2\sin k\right]+U\cos\tfrac{kL}2.$$

The condition cancels the last two terms and leaves $-4t\cos k\,w_k(0)$. This cancellation is the step `linear_combination -hk`.

```lean
/-- If `4t sin k sin (kL/2) = U cos (kL/2)`, the pair wave satisfies the eigenvalue equation of
the relative motion with energy `-4t cos k`. -/
theorem relH_pairWave (hk : 4 * t * Real.sin k * Real.sin (k * L / 2) = U * Real.cos (k * L / 2)) :
    relH L t U *ᵥ pairWave L k = (-4 * t * Real.cos k) • pairWave L k := by
  funext r
  have hp : pairWave L k (r + 1) = Real.cos (k * ((r.val : ℝ) - L / 2) + k) := by
    have h := pairWave_natCast (L := L) (n := r.val + 1) k (ZMod.val_lt r)
    rw [Nat.cast_succ, Nat.cast_succ, ZMod.natCast_zmod_val] at h
    rw [h]
    congr 1
    ring
  rw [relH_mulVec, Pi.smul_apply, smul_eq_mul, hp, Real.cos_add]
  rcases eq_or_ne r 0 with rfl | hr
  · -- at contact the condition on `k` balances the repulsion
    have h1 : 1 ≤ L := Nat.pos_of_ne_zero (NeZero.ne L)
    have h := pairWave_natCast (L := L) (n := L - 1) k (by omega)
    rw [Nat.cast_sub h1, Nat.cast_sub h1, ZMod.natCast_self, Nat.cast_one, Nat.cast_one] at h
    have x0 : k * (((0 : ZMod L).val : ℝ) - L / 2) = -(k * L / 2) := by
      rw [ZMod.val_zero]
      push_cast
      ring
    have p0 : pairWave L k 0 = Real.cos (k * L / 2) := by rw [pairWave, x0, Real.cos_neg]
    rw [if_pos rfl, h, show k * ((L : ℝ) - 1 - L / 2) = k * L / 2 - k by ring, Real.cos_sub,
      x0, Real.cos_neg, Real.sin_neg, p0]
    linear_combination -hk
  · obtain ⟨m, hm⟩ := Nat.exists_eq_succ_of_ne_zero ((ZMod.val_ne_zero r).mpr hr)
    have e : r - 1 = (m : ZMod L) := by
      rw [← ZMod.natCast_zmod_val r, hm, Nat.cast_succ, add_sub_cancel_right]
    have em : pairWave L k (r - 1) = Real.cos (k * ((r.val : ℝ) - L / 2) - k) := by
      rw [e, pairWave_natCast k (by have := ZMod.val_lt r; omega), hm, Nat.cast_succ]
      congr 1
      ring
    have pr : pairWave L k r = Real.cos (k * ((r.val : ℝ) - L / 2)) := rfl
    rw [if_neg hr, em, Real.cos_sub, pr]
    ring
```

## (f) A solution below $\pi/L$

For $t,U>0$ and $L\ge2$, show that the condition in (e) has a solution with

$$0<k<\frac{\pi}{L}.$$

Let $f(k)=4t\sin k\sin(kL/2)-U\cos(kL/2)$. Then $f(0)=-U<0$ and $f(\pi/L)=4t\sin(\pi/L)>0$. Since $f$ is continuous, it vanishes in between.

```lean
omit [NeZero L] in
/-- For `t, U > 0` and `L ≥ 2`, the condition `4t sin k sin (kL/2) = U cos (kL/2)` has a solution
with `0 < k < π/L`. -/
theorem exists_momentum (hL : 2 ≤ L) (ht : 0 < t) (hU : 0 < U) : ∃ k ∈ Set.Ioo 0 (π / L),
    4 * t * Real.sin k * Real.sin (k * L / 2) = U * Real.cos (k * L / 2) := by
  have h1 : (1 : ℝ) < L := Nat.one_lt_cast.mpr (by omega)
  have hp : (0 : ℝ) < L := by linarith
  have hc : Continuous fun k : ℝ =>
      4 * t * Real.sin k * Real.sin (k * L / 2) - U * Real.cos (k * L / 2) := by fun_prop
  have h0 : π / L * L / 2 = π / 2 := by rw [div_mul_cancel₀ _ hp.ne']
  have hs : 0 < Real.sin (π / L) :=
    Real.sin_pos_of_pos_of_lt_pi (div_pos Real.pi_pos hp) (div_lt_self Real.pi_pos h1)
  obtain ⟨k, hk, h⟩ := intermediate_value_Ioo (div_pos Real.pi_pos hp).le hc.continuousOn
    (show (0 : ℝ) ∈ Set.Ioo _ _ from ⟨by simpa using hU, by
      simp only [h0, Real.sin_pi_div_two, Real.cos_pi_div_two]
      nlinarith [mul_pos ht hs]⟩)
  exact ⟨k, hk, sub_eq_zero.mp h⟩
```

## (g) Both bounds on the lowest level

For $t,U>0$ and $L\ge2$, show that $H$ has a least eigenvalue $E$, and that

$$-4t<E\le\min\left(-4t+\frac UL,\;-4t\cos\frac\pi L\right).$$

Take $k$ from (f). Since $|r-L/2|\le L/2$ and $kL/2<\pi/2$,

$$w_k(r)\ge\cos(kL/2)=w_k(0)>0.$$

By (e) and (c), $E=-4t\cos k$ is the lowest level. The cosine decreases on $[0,\pi]$, so $\cos(\pi/L)<\cos k<1$, which gives the lower bound and the bound independent of $U$.

For the other bound, sum the eigenvalue equation over the ring. With $S=\sum_r w_k(r)$, each shifted sum is again $S$, so

$$-4tS+Uw_k(0)=ES,\qquad (E+4t)S=Uw_k(0).$$

Since $S\ge Lw_k(0)$ and $E+4t>0$, it follows that $E+4t\le U/L$.

In the Lean statement, `IsLeast (levels (relH L t U)) E` says that $E$ is an eigenvalue and that no eigenvalue lies below it. In the proof, `hmin` is the lower bound on the wave, and `e1` and `e2` are the shifted sums.

```lean
/-- For `t, U > 0` and `L ≥ 2`, the lowest eigenvalue of the relative motion lies above `-4t` and is
at most the smaller of `-4t + U/L` and `-4t cos (π/L)`. -/
theorem kanamori_saturation (hL : 2 ≤ L) (ht : 0 < t) (hU : 0 < U) :
    ∃ E, IsLeast (levels (relH L t U)) E ∧ -4 * t < E ∧
      E ≤ min (-4 * t + U / L) (-4 * t * Real.cos (π / L)) := by
  obtain ⟨k, ⟨hk, hkL⟩, hq⟩ := exists_momentum hL ht hU
  have h1 : (1 : ℝ) ≤ L := Nat.one_le_cast.mpr (by omega)
  have hLp : (0 : ℝ) < L := by linarith
  have hkp : k * L < π := (lt_div_iff₀ hLp).mp hkL
  have hpi : π / L ≤ π := div_le_self Real.pi_pos.le h1
  have hc : 0 < Real.cos (k * L / 2) := Real.cos_pos_of_mem_Ioo
    ⟨by linarith [mul_pos hk hLp, Real.pi_pos], by linarith⟩
  -- the wave is smallest at contact, and positive there
  have hmin : ∀ r, Real.cos (k * L / 2) ≤ pairWave L k r := by
    intro r
    have hv : (r.val : ℝ) ≤ L := Nat.cast_le.mpr (ZMod.val_lt r).le
    have a := mul_nonneg hk.le (Nat.cast_nonneg (α := ℝ) r.val)
    have b := mul_le_mul_of_nonneg_left hv hk.le
    rw [pairWave, ← Real.cos_abs (k * ((r.val : ℝ) - L / 2))]
    exact Real.cos_le_cos_of_nonneg_of_le_pi (abs_nonneg _) (by linarith [Real.pi_pos])
      (abs_le.mpr ⟨by linarith, by linarith⟩)
  have hE := relH_pairWave hq
  have hcos := Real.cos_lt_cos_of_nonneg_of_le_pi le_rfl (hkL.le.trans hpi) hk
  rw [Real.cos_zero] at hcos
  have hd := mul_pos ht (sub_pos.mpr hcos)
  refine ⟨-4 * t * Real.cos k, ⟨⟨pairWave L k, fun h => ?_, hE⟩, fun E' h =>
    le_level_of_pos ht (fun r => hc.trans_le (hmin r)) hE h⟩, by linarith, le_min ?_ ?_⟩
  · have h0 := hmin 0
    rw [h] at h0
    exact (not_le.mpr hc) h0
  · -- sum the eigenvalue equation over the ring
    have e1 : ∑ r, pairWave L k (r + 1) = ∑ r, pairWave L k r :=
      Equiv.sum_comp (Equiv.addRight (1 : ZMod L)) (pairWave L k)
    have e2 : ∑ r, pairWave L k (r - 1) = ∑ r, pairWave L k r :=
      Equiv.sum_comp (Equiv.subRight (1 : ZMod L)) (pairWave L k)
    have p0 : pairWave L k 0 = Real.cos (k * L / 2) := by
      rw [pairWave, ZMod.val_zero, ← Real.cos_neg]
      congr 1
      push_cast
      ring
    have hs := congrArg (fun f : ZMod L → ℝ => ∑ r, f r) hE
    simp only [relH_mulVec, Pi.smul_apply, smul_eq_mul, Finset.sum_add_distrib,
      ← Finset.mul_sum, e1, e2, ite_mul, zero_mul, Finset.sum_ite_eq', Finset.mem_univ,
      if_true, p0] at hs
    have hS : L * Real.cos (k * L / 2) ≤ ∑ r, pairWave L k r := by
      simpa [ZMod.card] using
        Finset.card_nsmul_le_sum Finset.univ (pairWave L k) _ fun r _ => hmin r
    have h3 : 4 * (t * (1 - Real.cos k)) * L ≤ U :=
      le_of_mul_le_mul_right (by nlinarith [mul_le_mul_of_nonneg_left hS hd.le]) hc
    linarith [(le_div_iff₀ hLp).mpr h3]
  · have h := Real.cos_le_cos_of_nonneg_of_le_pi hk.le hpi hkL.le
    nlinarith [mul_le_mul_of_nonneg_left h ht.le]

end

end KanamoriRing
```

```lean
#print axioms KanamoriRing.pairH_relative
#print axioms KanamoriRing.relH_pairWave
#print axioms KanamoriRing.kanamori_saturation
```

```
'KanamoriRing.pairH_relative' depends on axioms: [propext, Classical.choice, Quot.sound]
'KanamoriRing.relH_pairWave' depends on axioms: [propext, Classical.choice, Quot.sound]
'KanamoriRing.kanamori_saturation' depends on axioms: [propext, Classical.choice, Quot.sound]
```
